# Peierls contour bound for the zero-field Ising model on a finite graph

Put a spin $\sigma_i=\pm1$ on each vertex of a finite simple graph $G$, give each configuration the weight $\exp(K\sum\sigma_i\sigma_j)$ with the sum over edges and $K$ real, and let $m$ be the number of edges that have exactly one end in a chosen vertex set $S$. The file proves that all $m$ of these boundary edges join opposite spins with probability at most $e^{-2Km}$.

```lean
import Mathlib

open Finset
open scoped Classical

namespace PeierlsContour

noncomputable section

variable {V : Type*} [Fintype V]

/-- The product of the two spins at the ends of a bond. -/
def bond (σ : V → ℤˣ) : Sym2 V → ℝ :=
  Sym2.lift ⟨fun i j => ((σ i : ℤ) : ℝ) * ((σ j : ℤ) : ℝ), fun _ _ => mul_comm _ _⟩

/-- The Boltzmann weight of a spin configuration with reduced coupling `K`. -/
def weight (G : SimpleGraph V) (K : ℝ) (σ : V → ℤˣ) : ℝ :=
  Real.exp (K * ∑ e ∈ G.edgeFinset, bond σ e)

/-- The Gibbs probability of an event `A`: its Boltzmann sum over the partition function. -/
def prob (G : SimpleGraph V) (K : ℝ) (A : (V → ℤˣ) → Prop) : ℝ :=
  (∑ σ with A σ, weight G K σ) / ∑ σ, weight G K σ

/-- The edges with one end in `S` and the other outside. -/
def boundary (G : SimpleGraph V) (S : Finset V) : Finset (Sym2 V) :=
  G.edgeFinset.filter fun e => ∃ i ∈ S, ∃ j ∉ S, e = s(i, j)

/-- Every boundary edge of `S` joins opposite spins. -/
def Opposed (G : SimpleGraph V) (S : Finset V) (σ : V → ℤˣ) : Prop :=
  ∀ i ∈ S, ∀ j ∉ S, G.Adj i j → σ i ≠ σ j

/-- Every boundary edge of `S` joins equal spins. -/
def Aligned (G : SimpleGraph V) (S : Finset V) (σ : V → ℤˣ) : Prop :=
  ∀ i ∈ S, ∀ j ∉ S, G.Adj i j → σ i = σ j

/-- Reverse all spins in `S` and keep the others. -/
def flipOn (S : Finset V) (σ : V → ℤˣ) : V → ℤˣ :=
  fun i => if i ∈ S then -σ i else σ i

omit [Fintype V] in
/-- Reversing the spins in `S` twice restores the configuration. -/
theorem flipOn_flipOn (S : Finset V) (σ : V → ℤˣ) : flipOn S (flipOn S σ) = σ := by
  funext i
  by_cases hi : i ∈ S <;> simp [flipOn, hi]

omit [Fintype V] in
/-- The boundary bonds are all aligned after the flip exactly when they were all opposed
before it. -/
theorem aligned_flipOn (G : SimpleGraph V) (S : Finset V) (σ : V → ℤˣ) :
    Aligned G S (flipOn S σ) ↔ Opposed G S σ := by
  have key : ∀ a b : ℤˣ, -a = b ↔ a ≠ b := by
    intro a b
    rcases Int.units_eq_one_or a with rfl | rfl <;>
      rcases Int.units_eq_one_or b with rfl | rfl <;> decide
  unfold Aligned Opposed
  refine forall₂_congr fun i hi => forall₂_congr fun j hj => imp_congr_right fun _ => ?_
  simp only [flipOn, hi, hj, ↓reduceIte]
  exact key _ _

/-- Flipping `S` changes the sum over bonds by minus twice its boundary part. -/
theorem sum_bond_flipOn (G : SimpleGraph V) (S : Finset V) (σ : V → ℤˣ) :
    ∑ e ∈ G.edgeFinset, bond (flipOn S σ) e
      = ∑ e ∈ G.edgeFinset, bond σ e - 2 * ∑ e ∈ boundary G S, bond σ e := by
  rw [boundary, Finset.sum_filter, Finset.mul_sum, ← Finset.sum_sub_distrib]
  refine Finset.sum_congr rfl fun e _ => ?_
  split_ifs with h
  · -- a boundary bond changes sign
    obtain ⟨a, ha, b, hb, hab⟩ := h
    rw [hab]
    simp only [bond, Sym2.lift_mk, flipOn, ha, hb, ↓reduceIte, Units.val_neg, Int.cast_neg]
    ring
  · -- any other bond has both or neither of its spins reversed
    induction e using Sym2.ind with
    | _ i j =>
      by_cases hi : i ∈ S <;> by_cases hj : j ∈ S
      · simp [bond, flipOn, hi, hj]
      · exact absurd ⟨i, hi, j, hj, rfl⟩ h
      · exact absurd ⟨j, hj, i, hi, Sym2.eq_swap⟩ h
      · simp [bond, flipOn, hi, hj]

/-- A configuration with all `m` boundary bonds of `S` opposed has `exp (-2Km)` times the
weight of the configuration with `S` flipped. -/
theorem weight_of_opposed (G : SimpleGraph V) (K : ℝ) (S : Finset V) (σ : V → ℤˣ)
    (h : Opposed G S σ) :
    weight G K σ = Real.exp (-2 * K * (boundary G S).card) * weight G K (flipOn S σ) := by
  have hbond : ∀ e ∈ boundary G S, bond σ e = -1 := by
    intro e he
    obtain ⟨hE, i, hi, j, hj, rfl⟩ := Finset.mem_filter.1 he
    have hne : σ i ≠ σ j := h i hi j hj (by simpa using hE)
    change ((σ i : ℤ) : ℝ) * ((σ j : ℤ) : ℝ) = -1
    clear h he hE
    rcases Int.units_eq_one_or (σ i) with h1 | h1 <;>
      rcases Int.units_eq_one_or (σ j) with h2 | h2 <;>
      rw [h1, h2] at hne ⊢ <;> simp at hne ⊢
  have hsum : ∑ e ∈ boundary G S, bond σ e = -((boundary G S).card : ℝ) := by
    rw [Finset.sum_congr rfl hbond]
    simp
  unfold weight
  rw [sum_bond_flipOn, hsum, ← Real.exp_add]
  congr 1
  ring

/-- The probability that all `m` boundary bonds of `S` are opposed is exactly `exp (-2Km)`
times the probability that they are all aligned. -/
theorem prob_opposed_eq (G : SimpleGraph V) (K : ℝ) (S : Finset V) :
    prob G K (Opposed G S)
      = Real.exp (-2 * K * (boundary G S).card) * prob G K (Aligned G S) := by
  unfold prob
  rw [← mul_div_assoc, Finset.mul_sum]
  congr 1
  -- the flip of `S` matches the two events one to one
  refine Finset.sum_nbij' (flipOn S) (flipOn S) ?_ ?_
    (fun σ _ => flipOn_flipOn S σ) (fun σ _ => flipOn_flipOn S σ) ?_
  · intro σ h
    exact Finset.mem_filter.2 ⟨Finset.mem_univ _,
      (aligned_flipOn G S σ).2 (Finset.mem_filter.1 h).2⟩
  · intro σ h
    refine Finset.mem_filter.2 ⟨Finset.mem_univ _, ?_⟩
    rw [← aligned_flipOn, flipOn_flipOn]
    exact (Finset.mem_filter.1 h).2
  · intro σ h
    exact weight_of_opposed G K S σ (Finset.mem_filter.1 h).2

/-- **Peierls contour bound**: the probability that all `m` boundary edges of `S` join
opposite spins is at most `exp (-2Km)`. -/
theorem peierls_bound (G : SimpleGraph V) (K : ℝ) (S : Finset V) :
    prob G K (Opposed G S) ≤ Real.exp (-2 * K * (boundary G S).card) := by
  have hq : prob G K (Aligned G S) ≤ 1 := by
    unfold prob
    exact div_le_one_of_le₀
      (Finset.sum_le_sum_of_subset_of_nonneg (Finset.filter_subset _ _)
        fun σ _ _ => (Real.exp_pos _).le)
      (Finset.sum_nonneg fun σ _ => (Real.exp_pos _).le)
  rw [prob_opposed_eq]
  exact mul_le_of_le_one_right (Real.exp_pos _).le hq

/-- If `S` has a single boundary edge, that edge joins opposite spins with probability
exactly `1 / (1 + exp (2K))`. -/
theorem prob_opposed_of_single_edge (G : SimpleGraph V) (K : ℝ) (S : Finset V)
    (hm : (boundary G S).card = 1) :
    prob G K (Opposed G S) = 1 / (1 + Real.exp (2 * K)) := by
  obtain ⟨e, he⟩ := Finset.card_eq_one.1 hm
  have hmem : e ∈ boundary G S := by rw [he]; exact Finset.mem_singleton_self e
  obtain ⟨hE, a, ha, b, hb, rfl⟩ := Finset.mem_filter.1 hmem
  have hab : G.Adj a b := by simpa using hE
  have huniq : ∀ i ∈ S, ∀ j ∉ S, G.Adj i j → i = a ∧ j = b := by
    intro i hi j hj hij
    have h : s(i, j) ∈ boundary G S :=
      Finset.mem_filter.2 ⟨by simpa using hij, i, hi, j, hj, rfl⟩
    rw [he, Finset.mem_singleton, Sym2.eq_iff] at h
    rcases h with h | ⟨h1, _⟩
    · exact h
    · exact absurd (h1 ▸ hi) hb
  -- with one boundary edge, aligned and opposed are complementary events
  have key : ∀ σ, Aligned G S σ ↔ ¬ Opposed G S σ := by
    intro σ
    constructor
    · intro hal hop
      exact hop a ha b hb hab (hal a ha b hb hab)
    · intro h i hi j hj hij
      by_contra hne
      refine h fun k hk l hl hkl => ?_
      obtain ⟨h1, h2⟩ := huniq i hi j hj hij
      obtain ⟨h3, h4⟩ := huniq k hk l hl hkl
      rw [h3, h4, ← h1, ← h2]
      exact hne
  have hZ : 0 < ∑ σ : V → ℤˣ, weight G K σ :=
    Finset.sum_pos (fun σ _ => Real.exp_pos _) Finset.univ_nonempty
  have hadd : prob G K (Opposed G S) + prob G K (Aligned G S) = 1 := by
    unfold prob
    rw [← add_div, div_eq_one_iff_eq hZ.ne', Finset.sum_filter, Finset.sum_filter,
      ← Finset.sum_add_distrib]
    refine Finset.sum_congr rfl fun σ _ => ?_
    by_cases h : Opposed G S σ <;> simp [key σ, h]
  have h := prob_opposed_eq G K S
  rw [hm] at h
  have hexp : Real.exp (-2 * K * ((1 : ℕ) : ℝ)) * Real.exp (2 * K) = 1 := by
    have h0 : -2 * K * ((1 : ℕ) : ℝ) + 2 * K = 0 := by push_cast; ring
    rw [← Real.exp_add, h0, Real.exp_zero]
  rw [eq_div_iff (by positivity)]
  linear_combination hadd + Real.exp (2 * K) * h + prob G K (Aligned G S) * hexp

/-- Union bound: if `A` implies that some event `B S` with `S` in `F` occurs, its probability
is at most the sum of theirs. -/
theorem prob_le_sum (G : SimpleGraph V) (K : ℝ) (A : (V → ℤˣ) → Prop)
    (F : Finset (Finset V)) (B : Finset V → (V → ℤˣ) → Prop)
    (h : ∀ σ, A σ → ∃ S ∈ F, B S σ) :
    prob G K A ≤ ∑ S ∈ F, prob G K (B S) := by
  unfold prob
  rw [← Finset.sum_div]
  refine div_le_div_of_nonneg_right ?_ (Finset.sum_nonneg fun σ _ => (Real.exp_pos _).le)
  simp only [Finset.sum_filter]
  rw [Finset.sum_comm]
  refine Finset.sum_le_sum fun σ _ => ?_
  have hw : 0 ≤ weight G K σ := (Real.exp_pos _).le
  have hnn : ∀ S ∈ F, 0 ≤ (if B S σ then weight G K σ else 0) := by
    intro S _
    split_ifs
    · exact hw
    · exact le_rfl
  by_cases hA : A σ
  · obtain ⟨S, hS, hB⟩ := h σ hA
    have h1 := Finset.single_le_sum hnn hS
    rw [if_pos hB] at h1
    rw [if_pos hA]
    exact h1
  · rw [if_neg hA]
    exact Finset.sum_nonneg hnn

/-- **Peierls estimate**: the probability that the spins at `u` and `v` differ is at most the
sum of `exp (-2Km)` over connected sets containing `u` but not `v`, `m` being the number of
boundary edges of the set. -/
theorem peierls_estimate (G : SimpleGraph V) (K : ℝ) (u v : V) :
    prob G K (fun σ => σ u ≠ σ v)
      ≤ ∑ S ∈ Finset.univ.filter (fun S : Finset V =>
            u ∈ S ∧ v ∉ S ∧ (G.induce (S : Set V)).Preconnected),
          Real.exp (-2 * K * (boundary G S).card) := by
  refine (prob_le_sum G K _ _ (fun S => Opposed G S) ?_).trans
    (Finset.sum_le_sum fun S _ => peierls_bound G K S)
  intro σ huv
  -- the cluster of `u`: vertices reached from `u` through bonds with equal spins
  let r : V → V → Prop := fun i j => G.Adj i j ∧ σ i = σ j
  let S : Finset V := Finset.univ.filter fun i => Relation.ReflTransGen r u i
  have hS : ∀ i, i ∈ S ↔ Relation.ReflTransGen r u i := fun i => by simp [S]
  have hu : u ∈ S := (hS u).2 Relation.ReflTransGen.refl
  have hconst : ∀ i, Relation.ReflTransGen r u i → σ u = σ i := by
    intro i hi
    induction hi with
    | refl => rfl
    | tail _ hbc ih => exact ih.trans hbc.2
  have hreach : ∀ i, Relation.ReflTransGen r u i → ∀ hi : i ∈ (S : Set V),
      (G.induce (S : Set V)).Reachable ⟨u, hu⟩ ⟨i, hi⟩ := by
    intro i h
    induction h with
    | refl => exact fun _ => SimpleGraph.Reachable.refl _
    | tail hab hbc ih =>
      intro hi
      refine (ih ((hS _).2 hab)).trans (SimpleGraph.Adj.reachable ?_)
      exact hbc.1
  refine ⟨S, Finset.mem_filter.2 ⟨Finset.mem_univ _, hu, ?_, ?_⟩, ?_⟩
  · exact fun hv => huv (hconst v ((hS v).1 hv))
  · intro a b
    exact (hreach a.1 ((hS _).1 a.2) a.2).symm.trans (hreach b.1 ((hS _).1 b.2) b.2)
  · intro i hi j hj hij heq
    exact hj ((hS j).2 (((hS i).1 hi).tail ⟨hij, heq⟩))

end

end PeierlsContour
```

```lean
#print axioms PeierlsContour.peierls_bound
-- 'PeierlsContour.peierls_bound' depends on axioms: [propext, Classical.choice, Quot.sound]
#print axioms PeierlsContour.prob_opposed_of_single_edge
-- 'PeierlsContour.prob_opposed_of_single_edge' depends on axioms: [propext, Classical.choice, Quot.sound]
#print axioms PeierlsContour.peierls_estimate
-- 'PeierlsContour.peierls_estimate' depends on axioms: [propext, Classical.choice, Quot.sound]
```

## Spins, bonds and the boundary of a set

A configuration is a function `σ : V → ℤˣ`. The units of the integers are $1$ and $-1$, so this type holds exactly the Ising configurations. An edge is an unordered pair, an element of `Sym2 V`, and `bond σ e` is the product of the spins at its two ends. That product is symmetric, which makes it well defined on unordered pairs, and each edge is counted once in `weight`.

For the Hamiltonian $H=-J\sum\sigma_i\sigma_j$ at temperature $T$, the reduced coupling is $K=J/(k_BT)$. There is no magnetic field, all bonds have the same coupling, and no spins are fixed at the edge of the system. `prob G K A` is the Boltzmann sum over the configurations in the event `A`, divided by the partition function.

The finite set `boundary G S` contains the edges that leave $S$, and $m$ is its `card`. The event `Opposed G S` says that each of them joins opposite spins, and `Aligned G S` that each joins equal spins. Neither definition compares spins inside $S$ with one another, although two vertices of $S$ with a common neighbour outside $S$ have equal spins in both events. The set $S$ need not be connected.

## What is proved about opposed boundaries

The central result is the identity `prob_opposed_eq`:

$$P(\text{opposed})=e^{-2Km}\,P(\text{aligned}).$$

The bound `peierls_bound` follows because a probability is at most $1$. Both hold for every real $K$, but the bound is informative only for $K>0$ and $m\ge1$. In that ferromagnetic case it says that a domain wall across $m$ given bonds is exponentially unlikely in its length, with energy cost $2J$ per bond.

If $m=1$, `prob_opposed_of_single_edge` gives the exact value $1/(1+e^{2K})$. For two vertices $u$ and $v$, `peierls_estimate` states

$$P(\sigma_u\ne\sigma_v)\le\sum_{S}e^{-2Km(S)},$$

where $S$ runs over the connected vertex sets that contain $u$ but not $v$, and $m(S)$ is the number of boundary edges of $S$. Connectedness is expressed by `Preconnected` for the induced graph, meaning that any two vertices of $S$ are joined by a path inside $S$.

These are statements about one finite graph. Peierls' argument for long-range order at low temperature also needs a count of contours and control as the system grows, and neither is in the file. For a Monte Carlo simulation of the finite zero-field model, the identity predicts the ratio of two event frequencies.

## Flipping a set of spins

Let $\sigma^S$ be the configuration obtained from $\sigma$ by reversing every spin in $S$; in the file it is `flipOn S σ`. Reversing twice restores $\sigma$, which is `flipOn_flipOn`. On a boundary edge exactly one of the two spins is reversed, so opposite spins become equal and equal spins become opposite. Hence $\sigma^S$ is aligned exactly when $\sigma$ is opposed, as `aligned_flipOn` states; its proof checks the four sign combinations.

Write $B(\sigma)=\sum\sigma_i\sigma_j$ for the sum over all edges. An edge with both ends in $S$, or with neither, keeps its product, while a boundary edge changes sign. Therefore

$$B(\sigma^S)=B(\sigma)-2\sum_{\text{boundary}}\sigma_i\sigma_j .$$

This is `sum_bond_flipOn`. The proof compares the sums edge by edge: `split_ifs` separates boundary edges from the rest, and the rest are treated by asking which ends lie in $S$.

If $\sigma$ is opposed, each boundary product is $-1$ and their sum is $-m$. Then $B(\sigma^S)=B(\sigma)+2m$, and the weights $w(\sigma)=e^{KB(\sigma)}$ satisfy

$$w(\sigma)=e^{-2Km}\,w(\sigma^S),$$

which is `weight_of_opposed`.

Now sum over all opposed $\sigma$. As $\sigma$ runs through the opposed configurations, $\sigma^S$ runs through the aligned ones, each once, so

$$\sum_{\text{opposed}}w(\sigma)=e^{-2Km}\sum_{\text{aligned}}w(\sigma).$$

Division by the partition function gives the identity. In Lean, `Finset.sum_nbij'` performs this change of summation variable, with the flip serving as the map in both directions. For the bound, `peierls_bound` shows $P(\text{aligned})\le1$ by comparing a sum of positive weights over some configurations with the sum over all of them.

## One boundary edge

When $m=1$, the single boundary edge is either opposed or aligned. Write $p$ and $q$ for the two probabilities. Then $p+q=1$ and $p=e^{-2K}q$, so $q=e^{2K}p$ and

$$p=\frac{1}{1+e^{2K}} .$$

In the proof, `huniq` shows that every edge leaving $S$ is the same edge, `key` turns this into complementarity of the two events, and `linear_combination` solves the two linear relations.

The smallest example is a graph of two vertices joined by one edge, with $S$ containing one of them. At $K=0$ the value is $1/2$, as for independent spins. For large positive $K$ it approaches the bound $e^{-2K}$, in the sense that their ratio tends to $1$. If $m=0$, the opposed event holds for every configuration, and both sides of the bound equal $1$.

## From a pair of unequal spins to a sum over sets

Suppose $\sigma_u\ne\sigma_v$. Let $S$ be the cluster of $u$: all vertices that can be reached from $u$ along edges joining equal spins. It has the required properties.

- It contains $u$, by the path of length zero.
- All its spins equal $\sigma_u$, so it does not contain $v$.
- It is connected, because every vertex on a path from $u$ of this kind belongs to the cluster.
- Its boundary is opposed, because an edge with equal spins leading out of $S$ would extend the cluster.

So whenever $\sigma_u\ne\sigma_v$, at least one set in the sum has an opposed boundary. The probability of a union is at most the sum of the probabilities, and the contour bound applied to each term gives the estimate.

In the file the cluster is defined by `Relation.ReflTransGen`, the relation of being joined by finitely many steps. Induction along the path proves that the spin is constant (`hconst`) and that the cluster is connected (`hreach`). The union bound is `prob_le_sum`: for each configuration in the event, its weight appears at least once on the right, and all other terms are nonnegative.

When $G$ is connected, the same argument allows some sets to be dropped from the sum on many graphs, though not on all: for two vertices joined by an edge there is only one set, and it stays. Let $C$ be the connected component of $v$ in the complement of the cluster, and replace the cluster by the complement of $C$, which fills the holes. Every edge leaving $C$ ends in the cluster, so the new boundary is still opposed, and the new set and its complement are both connected. The sum may then be restricted to sets of this kind. This refinement, which is argued here and not formalised, matters on large pieces of the square lattice, where sets with many holes make the unrestricted sum grow without limit at fixed $K$.
